# Inside the band, the retarded self-energy of a semi-infinite chain is $-t\,e^{ika}$

Take a semi-infinite chain of identical sites with on-site energy zero and nearest-neighbour Hamiltonian matrix element $-t$, where $t>0$ is called the hopping. Removing its first site leaves the same chain, so the surface self-energy $S$, which the rest of the chain adds to the on-site energy of the first site, obeys $S=t^2/(z-S)$ at energy $z$. At the band centre, $z=0$, this reads $S^2=-t^2$, with roots $S=\pm it$. The equation alone does not choose between them. Shifting the energy to $z=i\eta$ with $\eta>0$ gives the roots $i\bigl(\eta\pm\sqrt{\eta^2+4t^2}\bigr)/2$. With a source on the first site, the Green function changes by the factor $-S/t$ from each site to the next, so it decays into the chain when $|S|<t$. The root with modulus below $t$ carries the minus sign, and it tends to $-it$ as $\eta\to0^+$. This is the retarded root, with negative imaginary part.

## The root, its broadening and the limit from above

Let the spacing be $a$, the band $E(k)=-2t\cos(ka)$ with $0<ka<\pi$, and the broadening $\Gamma=-2\,\mathrm{Im}\,S$. The claim is that at $z=E(k)$ the only root with $\mathrm{Im}\,S<0$ is $S_k=-t\,e^{ika}$, and that its broadening is $\Gamma=(dE/dk)/a$.

**Roots.** We have $S_k+\bar S_k=-2t\cos(ka)=E$ and $S_k\bar S_k=t^2$. The equation $S(E-S)=t^2$ therefore becomes
$$S^2-ES+t^2=(S-S_k)(S-\bar S_k)=0.$$
Since $\mathrm{Im}\,S_k=-t\sin(ka)<0$, the sign condition keeps $S_k$ and rejects $\bar S_k$.

**Broadening.** Differentiation gives $dE/dk=2ta\sin(ka)$, while $\Gamma=2t\sin(ka)$. In terms of the group velocity $v=\hbar^{-1}dE/dk$, this is $\Gamma=\hbar v/a$.

**Sign above the real axis.** Let $\mathrm{Im}\,z>0$ and $|S|<t$. Multiplying $S(z-S)=t^2$ by $\bar S$ gives $|S|^2(z-S)=t^2\bar S$, whose imaginary part is
$$|S|^2\,\mathrm{Im}\,z=-(t^2-|S|^2)\,\mathrm{Im}\,S.$$
The left side is positive because $S\neq0$, so $\mathrm{Im}\,S<0$.

**Limit.** At $z=E+i\eta$ the factorisation becomes $(S-S_k)(S-\bar S_k)=i\eta S$. If $|S|<t$, then $\mathrm{Im}\,S<0$ and $|S-\bar S_k|\ge t\sin(ka)$. Hence $|S-S_k|\,t\sin(ka)\le\eta t$, that is,
$$|S-S_k|\le\frac{\eta}{\sin(ka)}.$$

**Transmission.** For one site of the chain between two such leads, the Green function $G$ of the site obeys $G^{-1}=E-2S_k=\bar S_k-S_k=i\Gamma$, so the transmission $\Gamma^2|G|^2$ equals one.

In Green function device simulation, a small imaginary part $i\eta$ is often added to the energy when contact self-energies are computed; for this non-interacting, single-orbital chain the bound controls the resulting error, and it weakens towards the band edges.

## The chain as Lean definitions

```lean
import Mathlib

open Filter Topology ComplexConjugate

namespace SemiInfiniteLead

noncomputable section
```

Energies, hopping and spacing are real; self-energies are complex.

```lean
/-- The energy band `E(k) = -2t cos(ka)` of a chain with hopping `t` and spacing `a`. -/
def band (t a k : ℝ) : ℝ := -2 * t * Real.cos (k * a)
```

The recursion is taken as the definition of a self-energy and is not derived from an infinite Hamiltonian. It is written without division.

```lean
/-- The surface self-energy equation of a semi-infinite chain, `S (z - S) = t²`. -/
def IsSelfEnergy (t : ℝ) (z S : ℂ) : Prop := S * (z - S) = (t : ℂ) ^ 2

/-- The Bloch form `-t exp(ika)` of the self-energy. -/
def blochSelfEnergy (t a k : ℝ) : ℂ :=
  -((t : ℂ) * Complex.exp (((k * a : ℝ) : ℂ) * Complex.I))

/-- The contact broadening `Γ = -2 Im S`. -/
def broadening (S : ℂ) : ℝ := -2 * S.im
```

The transmission formula is likewise a definition, for a central site with on-site energy zero and the same self-energy on both sides.

```lean
/-- The transmission `Γ G Γ G*` through one site between two leads of self-energy `S`,
with `G = 1/(z - S - S)`. -/
def siteTransmission (z S : ℂ) : ℝ :=
  broadening S * broadening S * Complex.normSq (z - S - S)⁻¹
```

For $t\ne0$ the product form is equivalent to the recursion with a nonzero denominator: if $z-S$ vanished, so would $t^2$.

```lean
/-- For nonzero hopping the self-energy equation is the recursion `S = t²/(z - S)` with a
nonzero denominator. -/
theorem isSelfEnergy_iff {t : ℝ} (ht : t ≠ 0) (z S : ℂ) :
    IsSelfEnergy t z S ↔ z - S ≠ 0 ∧ S = (t : ℂ) ^ 2 / (z - S) := by
  have ht' : (t : ℂ) ^ 2 ≠ 0 := pow_ne_zero 2 (Complex.ofReal_ne_zero.2 ht)
  unfold IsSelfEnergy
  constructor
  · intro h
    have hd : z - S ≠ 0 := by
      intro h0
      rw [h0, mul_zero] at h
      exact ht' h.symm
    exact ⟨hd, (eq_div_iff hd).2 h⟩
  · rintro ⟨hd, h⟩
    exact (eq_div_iff hd).1 h
```

## Two roots at every band energy

The real and imaginary parts of $S_k$ come from Euler's formula.

```lean
lemma bloch_re (t a k : ℝ) : (blochSelfEnergy t a k).re = -(t * Real.cos (k * a)) := by
  unfold blochSelfEnergy
  rw [Complex.neg_re, Complex.re_ofReal_mul, Complex.exp_ofReal_mul_I_re]

lemma bloch_im (t a k : ℝ) : (blochSelfEnergy t a k).im = -(t * Real.sin (k * a)) := by
  unfold blochSelfEnergy
  rw [Complex.neg_im, Complex.im_ofReal_mul, Complex.exp_ofReal_mul_I_im]
```

They yield the sum and the product of the conjugate pair.

```lean
lemma bloch_add_conj (t a k : ℝ) :
    blochSelfEnergy t a k + conj (blochSelfEnergy t a k) = ((band t a k : ℝ) : ℂ) := by
  apply Complex.ext
  · rw [Complex.add_re, Complex.conj_re, Complex.ofReal_re, bloch_re]
    unfold band
    ring
  · rw [Complex.add_im, Complex.conj_im, Complex.ofReal_im]
    ring

lemma bloch_mul_conj (t a k : ℝ) :
    blochSelfEnergy t a k * conj (blochSelfEnergy t a k) = (t : ℂ) ^ 2 := by
  have h : Complex.normSq (blochSelfEnergy t a k) = t ^ 2 := by
    rw [Complex.normSq_apply, bloch_re, bloch_im]
    linear_combination t ^ 2 * Real.sin_sq_add_cos_sq (k * a)
  rw [Complex.mul_conj, h, Complex.ofReal_pow]
```

The next theorem holds for all real $t,a,k$, including the band edges, where the two roots coincide.

```lean
/-- At a band energy the self-energy equation has exactly the solutions `-t exp(ika)` and its
complex conjugate. -/
theorem isSelfEnergy_band_iff (t a k : ℝ) (S : ℂ) :
    IsSelfEnergy t (band t a k : ℝ) S ↔
      S = blochSelfEnergy t a k ∨ S = conj (blochSelfEnergy t a k) := by
  have hs := bloch_add_conj t a k
  have hp := bloch_mul_conj t a k
  unfold IsSelfEnergy
  constructor
  · intro h
    have hf : (S - blochSelfEnergy t a k) * (S - conj (blochSelfEnergy t a k)) = 0 := by
      linear_combination (-S) * hs + hp - h
    exact (mul_eq_zero.1 hf).imp sub_eq_zero.1 sub_eq_zero.1
  · rintro (h | h)
    · rw [h]
      linear_combination hp - blochSelfEnergy t a k * hs
    · rw [h]
      linear_combination hp - conj (blochSelfEnergy t a k) * hs
```

The proof turns on `linear_combination`. Given equations and coefficients, this tactic subtracts the weighted equations from the goal and asks `ring` to confirm that nothing remains. Here `(-S) * hs + hp - h` says: take $-S$ times the sum rule, add the product rule, and subtract the self-energy equation. Because `ring` treats $S_k$ and $\bar S_k$ as indivisible symbols, the exponential is never expanded. The same coefficients work later with $i\eta$ added to the energy, where the remainder $i\eta S$ appears on the right.

## Selecting the root and reading off the velocity

```lean
/-- The slope of the band is `dE/dk = 2ta sin(ka)`. -/
theorem band_hasDerivAt (t a k : ℝ) :
    HasDerivAt (band t a) (2 * t * a * Real.sin (k * a)) k := by
  have h : HasDerivAt (fun q : ℝ => q * a) a k := hasDerivAt_mul_const a
  exact (h.cos.const_mul (-2 * t)).congr_deriv (by ring)
```

In the following theorem, the equivalence for every `S` says that $S_k$ is a root with negative imaginary part and that there is no other. The hypothesis $0<ka$ already forces $a\neq0$; the sign of $a$ is free, provided that $k$ has the same sign.

```lean
/-- For `t > 0` and `0 < ka < π`, `-t exp(ika)` is the only self-energy at energy `E(k)` with
negative imaginary part, and its broadening is `(dE/dk)/a`. -/
theorem retarded_selfEnergy_and_velocity {t a k : ℝ} (ht : 0 < t) (h0 : 0 < k * a)
    (h1 : k * a < Real.pi) :
    (∀ S : ℂ, (IsSelfEnergy t (band t a k : ℝ) S ∧ S.im < 0) ↔ S = blochSelfEnergy t a k) ∧
      broadening (blochSelfEnergy t a k) = deriv (band t a) k / a := by
  have hp : 0 < t * Real.sin (k * a) := mul_pos ht (Real.sin_pos_of_pos_of_lt_pi h0 h1)
  constructor
  · intro S
    rw [isSelfEnergy_band_iff]
    constructor
    · rintro ⟨h | h, him⟩
      · exact h
      · -- the conjugate root has positive imaginary part
        rw [h, Complex.conj_im, bloch_im] at him
        linarith
    · intro h
      refine ⟨Or.inl h, ?_⟩
      rw [h, bloch_im]
      linarith
  · have ha : a ≠ 0 := right_ne_zero_of_mul h0.ne'
    rw [(band_hasDerivAt t a k).deriv, eq_div_iff ha]
    unfold broadening
    rw [bloch_im]
    ring
```

The first half splits on the two roots and uses $\sin(ka)>0$ to exclude the conjugate. The second half substitutes the derivative and clears the denominator $a$.

## Approaching the real axis

The sign argument above the axis follows the calculation by hand: `e` is the equation multiplied by $\bar S$, and `e2` is its imaginary part. The closing `nlinarith` derives a contradiction from $\mathrm{Im}\,S\ge0$.

```lean
/-- For `Im z > 0`, a self-energy of modulus below `t` has negative imaginary part. -/
theorem im_neg_of_norm_lt {t : ℝ} {z S : ℂ} (hz : 0 < z.im) (h : IsSelfEnergy t z S)
    (hS : ‖S‖ < t) : S.im < 0 := by
  have ht : 0 < t := lt_of_le_of_lt (norm_nonneg S) hS
  have h' : S * (z - S) = (t : ℂ) ^ 2 := h
  have hne : S ≠ 0 := by
    intro h0
    rw [h0, zero_mul] at h'
    exact pow_ne_zero 2 (Complex.ofReal_ne_zero.2 ht.ne') h'.symm
  have hN : 0 < Complex.normSq S := Complex.normSq_pos.2 hne
  have hlt : Complex.normSq S < t ^ 2 := by
    rw [Complex.normSq_eq_norm_sq]
    nlinarith [norm_nonneg S]
  -- multiply by the conjugate and compare imaginary parts
  have e : (Complex.normSq S : ℂ) * (z - S) = ((t ^ 2 : ℝ) : ℂ) * conj S := by
    rw [← Complex.mul_conj, Complex.ofReal_pow]
    linear_combination conj S * h'
  have e2 := congrArg Complex.im e
  rw [Complex.im_ofReal_mul, Complex.im_ofReal_mul, Complex.sub_im, Complex.conj_im] at e2
  by_contra hc
  nlinarith [mul_pos hN hz, mul_nonneg (not_lt.1 hc) (sub_pos.2 hlt).le]
```

In the error bound, `hf` is the perturbed factorisation, `hn` its norm, and `hl` the distance from the conjugate root. Positivity of $t$ follows from $|S|<t$.

```lean
/-- For `0 < ka < π` and `η > 0`, a self-energy of modulus below `t` at energy `E(k) + iη` differs
from `-t exp(ika)` by at most `η / sin(ka)`. -/
theorem norm_sub_bloch_le {t a k η : ℝ} {S : ℂ} (h0 : 0 < k * a) (h1 : k * a < Real.pi)
    (hη : 0 < η) (h : IsSelfEnergy t ((band t a k : ℝ) + η * Complex.I) S) (hS : ‖S‖ < t) :
    ‖S - blochSelfEnergy t a k‖ ≤ η / Real.sin (k * a) := by
  have ht : 0 < t := lt_of_le_of_lt (norm_nonneg S) hS
  have him : S.im < 0 := im_neg_of_norm_lt (by simpa using hη) h hS
  have h' : S * (((band t a k : ℝ) : ℂ) + η * Complex.I - S) = (t : ℂ) ^ 2 := h
  -- the quadratic factorises around the two band solutions
  have hf : (S - blochSelfEnergy t a k) * (S - conj (blochSelfEnergy t a k))
      = (η : ℂ) * Complex.I * S := by
    linear_combination (-S) * bloch_add_conj t a k + bloch_mul_conj t a k - h'
  have hn := congrArg norm hf
  rw [norm_mul, norm_mul, norm_mul, Complex.norm_I, Complex.norm_real,
    Real.norm_of_nonneg hη.le, mul_one] at hn
  -- the conjugate solution stays at a distance
  have hl : t * Real.sin (k * a) ≤ ‖S - conj (blochSelfEnergy t a k)‖ := by
    have h2 := Complex.abs_im_le_norm (S - conj (blochSelfEnergy t a k))
    have h3 := neg_le_abs (S - conj (blochSelfEnergy t a k)).im
    have h4 : (S - conj (blochSelfEnergy t a k)).im = S.im - t * Real.sin (k * a) := by
      rw [Complex.sub_im, Complex.conj_im, bloch_im]
      ring
    linarith
  rw [le_div_iff₀ (Real.sin_pos_of_pos_of_lt_pi h0 h1)]
  have a1 := mul_le_mul_of_nonneg_left hl (norm_nonneg (S - blochSelfEnergy t a k))
  have a2 := mul_le_mul_of_nonneg_left hS.le hη.le
  refine le_of_mul_le_mul_left ?_ ht
  nlinarith
```

The limit follows by squeezing the error between zero and $\eta/\sin(ka)$; the filter `𝓝[>] 0` encodes $\eta\to0^+$.

```lean
/-- Let `0 < ka < π`. As `η → 0+`, self-energies of modulus below `t` at energy `E(k) + iη` converge
to `-t exp(ika)`. -/
theorem tendsto_bloch {t a k : ℝ} (h0 : 0 < k * a) (h1 : k * a < Real.pi) (S : ℝ → ℂ)
    (h : ∀ η : ℝ, 0 < η →
      IsSelfEnergy t ((band t a k : ℝ) + η * Complex.I) (S η) ∧ ‖S η‖ < t) :
    Tendsto S (𝓝[>] 0) (𝓝 (blochSelfEnergy t a k)) := by
  have hc : Continuous fun η : ℝ => η / Real.sin (k * a) := continuous_id.div_const _
  have hl := hc.tendsto 0
  simp only [zero_div] at hl
  refine tendsto_iff_norm_sub_tendsto_zero.2
    (squeeze_zero' (Eventually.of_forall fun η => norm_nonneg _) ?_
      (hl.mono_left nhdsWithin_le_nhds))
  filter_upwards [self_mem_nhdsWithin] with η hη
  exact norm_sub_bloch_le h0 h1 hη (h η hη).1 (h η hη).2
```

This theorem assumes a family of roots with modulus below $t$; their existence for general $z$ is not established here. At the band centre with $t=a=1$, the family from the opening example supplies them.

```lean
/-- At the band centre with `t = a = 1`, and for every `η > 0`, the family `i(η - √(η² + 4))/2`
solves the self-energy equation at `E + iη` and has modulus below `t`. -/
theorem tendsto_bloch_witness (η : ℝ) (hη : 0 < η) :
    IsSelfEnergy 1 ((band 1 1 (Real.pi / 2) : ℝ) + η * Complex.I)
        (((η - √(η ^ 2 + 4)) / 2 : ℝ) * Complex.I) ∧
      ‖(((η - √(η ^ 2 + 4)) / 2 : ℝ) : ℂ) * Complex.I‖ < 1 := by
  have key : ∀ x : ℝ, x ^ 2 - η * x = 1 → -1 < x → x < 1 →
      IsSelfEnergy 1 ((band 1 1 (Real.pi / 2) : ℝ) + η * Complex.I) ((x : ℂ) * Complex.I) ∧
        ‖(x : ℂ) * Complex.I‖ < 1 := by
    intro x hx hl hu
    have hb : band 1 1 (Real.pi / 2) = 0 := by simp [band]
    have hxc : (x : ℂ) ^ 2 - η * x = 1 := by exact_mod_cast hx
    constructor
    · unfold IsSelfEnergy
      rw [hb, Complex.ofReal_zero, Complex.ofReal_one]
      linear_combination ((x : ℂ) * η - (x : ℂ) ^ 2) * Complex.I_sq + hxc
    · rw [norm_mul, Complex.norm_I, mul_one, Complex.norm_real, Real.norm_eq_abs]
      exact abs_lt.2 ⟨hl, hu⟩
  have hr : √(η ^ 2 + 4) ^ 2 = η ^ 2 + 4 := Real.sq_sqrt (by positivity)
  have hr0 : 0 ≤ √(η ^ 2 + 4) := Real.sqrt_nonneg _
  have hlo : η < √(η ^ 2 + 4) := lt_of_pow_lt_pow_left₀ 2 hr0 (by linarith)
  have hhi : √(η ^ 2 + 4) < η + 2 := lt_of_pow_lt_pow_left₀ 2 (by positivity) (by nlinarith)
  exact key _ (by linear_combination hr / 4) (by linarith) (by linarith)
```

The auxiliary statement `key` reduces the check to a real number $x$ with $x^2-\eta x=1$ and $-1<x<1$, where $S=ix$.

## One site between two leads transmits perfectly

A site joined to two leads of its own kind completes a uniform infinite chain, so nothing reflects the electron. The proof computes $|G^{-1}|^2=\Gamma^2$ from real and imaginary parts and cancels it against the numerator, which is nonzero inside the band.

```lean
/-- One site of the chain between two leads with self-energy `-t exp(ika)` has transmission one
at every energy inside the band. -/
theorem siteTransmission_eq_one {t a k : ℝ} (ht : 0 < t) (h0 : 0 < k * a)
    (h1 : k * a < Real.pi) :
    siteTransmission (band t a k : ℝ) (blochSelfEnergy t a k) = 1 := by
  have hp : 0 < t * Real.sin (k * a) := mul_pos ht (Real.sin_pos_of_pos_of_lt_pi h0 h1)
  have hb : broadening (blochSelfEnergy t a k) = 2 * (t * Real.sin (k * a)) := by
    unfold broadening
    rw [bloch_im]
    ring
  -- the inverse Green function has squared modulus Γ²
  have hN : Complex.normSq (((band t a k : ℝ) : ℂ) - blochSelfEnergy t a k
      - blochSelfEnergy t a k)
      = 2 * (t * Real.sin (k * a)) * (2 * (t * Real.sin (k * a))) := by
    rw [Complex.normSq_apply]
    simp only [Complex.sub_re, Complex.sub_im, Complex.ofReal_re, Complex.ofReal_im,
      bloch_re, bloch_im]
    unfold band
    ring
  unfold siteTransmission
  rw [map_inv₀, hN, hb]
  exact mul_inv_cancel₀ (by positivity)

end

end SemiInfiniteLead
```

```lean
#print axioms SemiInfiniteLead.isSelfEnergy_band_iff
#print axioms SemiInfiniteLead.retarded_selfEnergy_and_velocity
#print axioms SemiInfiniteLead.tendsto_bloch
#print axioms SemiInfiniteLead.siteTransmission_eq_one
```

```
'SemiInfiniteLead.isSelfEnergy_band_iff' depends on axioms: [propext, Classical.choice, Quot.sound]
'SemiInfiniteLead.retarded_selfEnergy_and_velocity' depends on axioms: [propext, Classical.choice, Quot.sound]
'SemiInfiniteLead.tendsto_bloch' depends on axioms: [propext, Classical.choice, Quot.sound]
'SemiInfiniteLead.siteTransmission_eq_one' depends on axioms: [propext, Classical.choice, Quot.sound]
```
